# The trace of G over the zero modes of a Hermitian matrix H that anticommutes with G equals tr G

## Why doesn't the trace notice that the kernel jumps?

I have an electron hopping on a chain of three sites, numbered 0, 1, 2, with real hopping amplitudes \(t\) on the first bond and \(t'\) on the second, and no on-site energies. The sign matrix \(G=\mathrm{diag}(1,-1,1)\) marks the two sublattices. Because every hop changes sublattice, the Hamiltonian \(H\) satisfies \(GH=-HG\).

As long as one bond is on, there is a single zero-energy state, proportional to \((t',0,-t)\). When I switch both bonds off, there are suddenly three. The projector \(P\) onto the zero-energy states doesn't even have a limit as the hoppings go to zero, since it depends on the ratio \(t/t'\). Yet \(\mathrm{tr}(GP)\) is 1 in every case. How can a quantity built from the kernel of \(H\) be so indifferent to \(H\)? And when the kernel holds states on both sublattices, which a diagonaliser returns in arbitrary mixtures, does \(P\) still respect the sublattices?

## Nonzero energies contribute nothing to tr G

The trace of \(G\) over the whole space doesn't involve \(H\), and the part of it that comes from nonzero energies vanishes. What remains for the zero modes is therefore fixed. When the kernel grows, it gains equally many states of each sign: your chain goes from one state on the even sites to two there and one on site 1. The projector is also independent of the basis that the diagonaliser picks, and it commutes with \(G\).

Let \(H\) be a Hermitian complex matrix with \(GH=-HG\), and let \(P\) be the orthogonal projector onto its kernel. Three properties of \(P\) are enough: \(P^\dagger=P\), \(HP=0\), and \(Pv=v\) whenever \(Hv=0\).

**Inverting H away from the zero modes.** If \(HX=0\) for a matrix \(X\), every column of \(X\) is a zero mode, so \(PX=X\). With \(X=P\) this gives \(P^2=P\). The adjoint of \(HP=0\) is \(PH=0\), because \(H\) and \(P\) are Hermitian.

Now suppose \((H+P)v=0\). Multiplying by \(P\) gives \(Pv=0\), hence \(Hv=0\), hence \(v=Pv=0\). So \(H+P\) is invertible; call its inverse \(K\). Since
\[
(H+P)(1-P)=H-HP+P-P^2=H,\qquad (1-P)(H+P)=H,
\]
we obtain \(KH=HK=1-P\).

**P commutes with G.** First, \(HGP=-GHP=0\), so \(P\) leaves \(GP\) unchanged: \(PGP=GP\). Second,
\[
PG(1-P)=PGHK=-PHGK=0,
\]
so \(PG=PGP\). Together these give \(PG=GP\).

**The trace.** By anticommutation and cyclicity,
\[
\mathrm{tr}\,G(1-P)=\mathrm{tr}(GHK)=-\mathrm{tr}(HGK)=-\mathrm{tr}(GKH)=-\mathrm{tr}\,G(1-P).
\]
A number equal to its own negative is zero, so \(\mathrm{tr}(GP)=\mathrm{tr}\,G\). In terms of states, \(G\) sends energy \(E\) to \(-E\), so for \(E\neq0\) it has no diagonal elements between energy eigenstates.

**Counting states.** Up to here \(G^2=1\) was not used. Assume it now, let \(s=\pm1\), and set
\[
Q_s=\tfrac12(P+s\,GP).
\]
Then \(HQ_s=0\) and \(GQ_s=\tfrac12(GP+sP)=sQ_s\), so the range of \(Q_s\) consists of zero modes with \(Gv=sv\). On such a vector, \(Q_sv=\tfrac12(v+s^2v)=v\). Thus \(Q_s\) is a projection onto the zero modes of chirality \(s\), and its trace is their number:
\[
n_s=\tfrac12\bigl(\mathrm{tr}\,P+s\,\mathrm{tr}(GP)\bigr),\qquad n_+-n_-=\mathrm{tr}(GP)=\mathrm{tr}\,G.
\]
For a finite bipartite lattice with one orbital per site, and with \(G=+1\) on one sublattice and \(-1\) on the other, \(\mathrm{tr}\,G\) is the number of sites on the first minus the number on the second.

## What the Lean theorems say about the lattice

The finite type `n` labels the orbitals of an orthonormal basis, for instance one on each site, and `G`, `H`, `P` are complex matrices over it. The letter `G` is the chiral or sublattice operator, often written \(\Gamma\), and not a Green function. `H *ᵥ v` is the matrix acting on a state vector, and `Pᴴ` is the adjoint.

`IsZeroModeProjector H P` bundles the three properties of \(P\) listed above. It enters the theorems as a hypothesis, so they speak about any \(P\) that has these properties. For a given \(H\) one obtains such a matrix by summing \(|\varphi\rangle\langle\varphi|\) over an orthonormal basis of the kernel; this general construction is ordinary linear algebra that I am adding here, while the Lean code supplies \(P\) explicitly for one chain.

`chiralZeroModes G H s` is the subspace of vectors with \(Hv=0\) and \(Gv=sv\), and `Module.finrank` is its dimension. The difference \(n_+-n_-\) of the two dimensions is called the index. The dimensions are converted to complex numbers before they are subtracted, so the index may be negative.

The main statements are these:

- `chiral_trace_zero_modes`: for Hermitian \(H\) with \(GH=-HG\), \(P\) commutes with \(G\) and \(\mathrm{tr}(GP)=\mathrm{tr}\,G\). Neither \(G^2=1\) nor Hermiticity of \(G\) is assumed.
- `chiral_trace_independent`: two Hermitian matrices that anticommute with the same \(G\) give the same trace over their respective zero modes. No path between them is involved, so a jump in the kernel does no harm.
- `chiral_index_eq_trace`: if also \(G^2=1\), then \(n_+-n_-=\mathrm{tr}(GP)=\mathrm{tr}\,G\).
- `three_site_chain_witness`: your chain with \(t=t'=1\) meets all the hypotheses. Its normalised zero mode is \((1,0,-1)/\sqrt2\), which gives the entries \(\pm\tfrac12\) of `P`.

In Hückel theory of alternant hydrocarbons, a finite and non-interacting model, let energies be measured from the on-site energy \(\alpha\) common to all carbon atoms, so that the diagonal of \(H\) is zero. With \(G=+1\) on the starred atoms and \(-1\) on the others, the index is the number of nonbonding orbitals on the starred atoms minus the number on the unstarred ones. The step left to you is the one from the molecule or material to the matrix: that its electrons are described by a finite one-particle \(H\) with no term at all inside a sublattice. Zero modes here have energy exactly zero, so states that are merely close to zero are not counted.

```lean
import Mathlib

open Matrix

namespace ChiralZeroModes

variable {n : Type*} [Fintype n] [DecidableEq n] {G H P : Matrix n n ℂ}

/-- `P` is the orthogonal projector onto the kernel of `H`: it is Hermitian, its range consists
of zero modes of `H`, and it leaves every zero mode unchanged. -/
structure IsZeroModeProjector (H P : Matrix n n ℂ) : Prop where
  hermitian : Pᴴ = P
  mul_eq_zero : H * P = 0
  fixes : ∀ v : n → ℂ, H *ᵥ v = 0 → P *ᵥ v = v

/-- The space of zero modes of `H` on which `G` acts as the number `s`. -/
def chiralZeroModes (G H : Matrix n n ℂ) (s : ℂ) : Submodule ℂ (n → ℂ) where
  carrier := {v | H *ᵥ v = 0 ∧ G *ᵥ v = s • v}
  add_mem' := by
    rintro v w ⟨hv, hv'⟩ ⟨hw, hw'⟩
    exact ⟨by rw [mulVec_add, hv, hw, add_zero], by rw [mulVec_add, hv', hw', smul_add]⟩
  zero_mem' := ⟨mulVec_zero _, by rw [mulVec_zero, smul_zero]⟩
  smul_mem' := by
    rintro c v ⟨hv, hv'⟩
    exact ⟨by rw [mulVec_smul, hv, smul_zero], by rw [mulVec_smul, hv', smul_comm]⟩

omit [DecidableEq n] in
/-- The projector onto the zero modes leaves unchanged every matrix `X` with `H X = 0`. -/
theorem IsZeroModeProjector.absorb (hP : IsZeroModeProjector H P) {X : Matrix n n ℂ}
    (hX : H * X = 0) : P * X = X := by
  ext i j
  have hcol : H *ᵥ (fun k => X k j) = 0 := by
    funext a
    simpa [Matrix.mul_apply, Matrix.mulVec, dotProduct] using
      congrArg (fun M : Matrix n n ℂ => M a j) hX
  simpa [Matrix.mul_apply, Matrix.mulVec, dotProduct] using congrFun (hP.fixes _ hcol) i

/-- A Hermitian `H` can be inverted away from its zero modes: `P H = 0`, and some `K` satisfies
`K H = H K = 1 - P`, with `P` the orthogonal projector onto the zero modes. -/
theorem exists_reduced_inverse (hH : H.IsHermitian) (hP : IsZeroModeProjector H P) :
    P * H = 0 ∧ ∃ K : Matrix n n ℂ, K * H = 1 - P ∧ H * K = 1 - P := by
  have hPP : P * P = P := hP.absorb hP.mul_eq_zero
  have hPH : P * H = 0 := by
    have h := congrArg conjTranspose hP.mul_eq_zero
    rwa [conjTranspose_mul, hP.hermitian, hH.eq, conjTranspose_zero] at h
  -- `H + P` annihilates no vector except zero
  have hdet : (H + P).det ≠ 0 := by
    intro h0
    obtain ⟨v, hv, hv0⟩ := Matrix.exists_mulVec_eq_zero_iff.mpr h0
    have hPv : P *ᵥ v = 0 := by
      calc P *ᵥ v = (P * (H + P)) *ᵥ v := by rw [mul_add, hPH, hPP, zero_add]
        _ = 0 := by rw [← mulVec_mulVec, hv0, mulVec_zero]
    rw [add_mulVec, hPv, add_zero] at hv0
    exact hv ((hP.fixes v hv0).symm.trans hPv)
  have hu : IsUnit (H + P).det := isUnit_iff_ne_zero.mpr hdet
  have h1 : (H + P) * (1 - P) = H := by
    rw [mul_sub, mul_one, add_mul, hP.mul_eq_zero, hPP]; abel
  have h2 : (1 - P) * (H + P) = H := by
    rw [sub_mul, one_mul, mul_add, hPH, hPP]; abel
  refine ⟨hPH, (H + P)⁻¹, ?_, ?_⟩
  · calc (H + P)⁻¹ * H = (H + P)⁻¹ * ((H + P) * (1 - P)) := by rw [h1]
      _ = 1 - P := by rw [← mul_assoc, nonsing_inv_mul _ hu, one_mul]
  · calc H * (H + P)⁻¹ = (1 - P) * (H + P) * (H + P)⁻¹ := by rw [h2]
      _ = 1 - P := by rw [mul_assoc, mul_nonsing_inv _ hu, mul_one]

/-- If `G` anticommutes with `H`, it maps zero modes of `H` to zero modes: `H G P = 0`, with `P` the
orthogonal projector onto the zero modes of `H`. -/
theorem zero_modes_invariant (hGH : G * H = -(H * G)) (hP : IsZeroModeProjector H P) :
    H * (G * P) = 0 := by
  have h : H * G = -(G * H) := by rw [hGH, neg_neg]
  rw [← mul_assoc, h, neg_mul, mul_assoc, hP.mul_eq_zero, mul_zero, neg_zero]

/-- If `G` anticommutes with a Hermitian `H`, then the orthogonal projector `P` onto the zero
modes of `H` commutes with `G`, and `tr (G P) = tr G`. -/
theorem chiral_trace_zero_modes (hH : H.IsHermitian) (hGH : G * H = -(H * G))
    (hP : IsZeroModeProjector H P) : G * P = P * G ∧ (G * P).trace = G.trace := by
  obtain ⟨hPH, K, hKH, hHK⟩ := exists_reduced_inverse hH hP
  constructor
  · have h1 : P * (G * P) = G * P := hP.absorb (zero_modes_invariant hGH hP)
    have h2 : P * G * (1 - P) = 0 := by
      calc P * G * (1 - P) = P * (G * H) * K := by rw [← hHK]; noncomm_ring
        _ = -(P * H * G * K) := by rw [hGH]; noncomm_ring
        _ = 0 := by rw [hPH, zero_mul, zero_mul, neg_zero]
    rw [mul_sub, mul_one, sub_eq_zero, mul_assoc, h1] at h2
    exact h2.symm
  · -- moving `H` around the trace changes the sign of the nonzero-energy part
    have h : (G * (1 - P)).trace = -(G * (1 - P)).trace := by
      calc (G * (1 - P)).trace = (G * H * K).trace := by rw [← hHK, mul_assoc]
        _ = -(H * (G * K)).trace := by rw [hGH, neg_mul, trace_neg, mul_assoc]
        _ = -(G * (1 - P)).trace := by rw [trace_mul_comm, mul_assoc, hKH]
    rw [mul_sub, mul_one, trace_sub] at h
    linear_combination (-1 / 2 : ℂ) * h

/-- Two Hermitian matrices that anticommute with the same `G` have the same trace of `G` over
their zero modes. -/
theorem chiral_trace_independent {H' P' : Matrix n n ℂ} (hH : H.IsHermitian)
    (hH' : H'.IsHermitian) (hGH : G * H = -(H * G)) (hGH' : G * H' = -(H' * G))
    (hP : IsZeroModeProjector H P) (hP' : IsZeroModeProjector H' P') :
    (G * P).trace = (G * P').trace :=
  (chiral_trace_zero_modes hH hGH hP).2.trans (chiral_trace_zero_modes hH' hGH' hP').2.symm

/-- For `G² = 1` and `G H = -H G`, the number of independent zero modes of chirality `s = ±1`
is `(tr P + s tr (G P)) / 2`, with `P` the orthogonal projector onto the zero modes. -/
theorem finrank_chiralZeroModes (hG : G * G = 1) (hGH : G * H = -(H * G))
    (hP : IsZeroModeProjector H P) {s : ℂ} (hs : s = 1 ∨ s = -1) :
    (Module.finrank ℂ (chiralZeroModes G H s) : ℂ) = (P.trace + s * (G * P).trace) / 2 := by
  obtain ⟨Q, hQ⟩ : ∃ Q : Matrix n n ℂ, Q = (1 / 2 : ℂ) • (P + s • (G * P)) := ⟨_, rfl⟩
  have hHQ : H * Q = 0 := by
    rw [hQ, mul_smul_comm, mul_add, mul_smul_comm, hP.mul_eq_zero,
      zero_modes_invariant hGH hP, smul_zero, add_zero, smul_zero]
  have hGQ : G * Q = s • Q := by
    rw [hQ, mul_smul_comm, mul_add, mul_smul_comm, ← mul_assoc, hG, one_mul]
    rcases hs with rfl | rfl <;> module
  -- `Q` projects onto the zero modes of chirality `s`
  have hproj : LinearMap.IsProj (chiralZeroModes G H s) (Matrix.toLin' Q) := by
    refine ⟨fun x => ?_, fun x hx => ?_⟩
    · rw [toLin'_apply]
      exact ⟨by rw [mulVec_mulVec, hHQ, zero_mulVec],
        by rw [mulVec_mulVec, hGQ, smul_mulVec]⟩
    · rw [toLin'_apply, hQ, smul_mulVec, add_mulVec, smul_mulVec, ← mulVec_mulVec,
        hP.fixes x hx.1, hx.2]
      rcases hs with rfl | rfl <;> module
  have ht : LinearMap.trace ℂ (n → ℂ) (Matrix.toLin' Q) = Q.trace := by
    rw [LinearMap.trace_eq_matrix_trace ℂ (Pi.basisFun ℂ n), ← Matrix.toLin_eq_toLin',
      LinearMap.toMatrix_toLin]
  rw [← hproj.trace, ht, hQ, trace_smul, trace_add, trace_smul, smul_eq_mul, smul_eq_mul]
  ring

/-- For Hermitian `H` and `G² = 1` with `G H = -H G`, the number of zero modes of chirality `+1`
minus the number of chirality `-1`, counted as dimensions, equals `tr (G P)`, with `P` the
orthogonal projector onto the zero modes of `H`, and this equals `tr G`. -/
theorem chiral_index_eq_trace (hH : H.IsHermitian) (hG : G * G = 1)
    (hGH : G * H = -(H * G)) (hP : IsZeroModeProjector H P) :
    (Module.finrank ℂ (chiralZeroModes G H 1) : ℂ)
      - Module.finrank ℂ (chiralZeroModes G H (-1)) = (G * P).trace ∧
    (G * P).trace = G.trace := by
  refine ⟨?_, (chiral_trace_zero_modes hH hGH hP).2⟩
  rw [finrank_chiralZeroModes hG hGH hP (Or.inl rfl),
    finrank_chiralZeroModes hG hGH hP (Or.inr rfl)]
  ring

/-- The three-site chain with both hopping amplitudes equal to 1, and with `G` the sublattice sign,
meets all the hypotheses of `chiral_index_eq_trace`; its zero-mode projector is written out. -/
theorem three_site_chain_witness :
    let H : Matrix (Fin 3) (Fin 3) ℂ := !![0, 1, 0; 1, 0, 1; 0, 1, 0]
    let G : Matrix (Fin 3) (Fin 3) ℂ := !![1, 0, 0; 0, -1, 0; 0, 0, 1]
    let P : Matrix (Fin 3) (Fin 3) ℂ := !![1/2, 0, -1/2; 0, 0, 0; -1/2, 0, 1/2]
    H.IsHermitian ∧ G * G = 1 ∧ G * H = -(H * G) ∧ IsZeroModeProjector H P := by
  intro H G P
  refine ⟨?_, ?_, ?_, ?_, ?_, ?_⟩
  · ext i j
    fin_cases i <;> fin_cases j <;> simp [H]
  · ext i j
    fin_cases i <;> fin_cases j <;> simp [G, Matrix.mul_apply, Fin.sum_univ_three]
  · ext i j
    fin_cases i <;> fin_cases j <;> simp [G, H, Matrix.mul_apply, Fin.sum_univ_three]
  · ext i j
    fin_cases i <;> fin_cases j <;> simp [P]
  · ext i j
    fin_cases i <;> fin_cases j <;>
      simp [H, P, Matrix.mul_apply, Fin.sum_univ_three] <;> norm_num
  · intro v hv
    have h0 : v 1 = 0 := by
      simpa [H, Matrix.mulVec, dotProduct, Fin.sum_univ_three] using congrFun hv 0
    have h1 : v 0 + v 2 = 0 := by
      simpa [H, Matrix.mulVec, dotProduct, Fin.sum_univ_three] using congrFun hv 1
    have h2 : v 2 = -v 0 := by linear_combination h1
    ext i
    fin_cases i <;> simp [P, Matrix.mulVec, dotProduct, Fin.sum_univ_three, h0, h2] <;> ring

end ChiralZeroModes
```

```lean
#print axioms ChiralZeroModes.chiral_trace_zero_modes
#print axioms ChiralZeroModes.chiral_trace_independent
#print axioms ChiralZeroModes.chiral_index_eq_trace
```

```
'ChiralZeroModes.chiral_trace_zero_modes' depends on axioms: [propext, Classical.choice, Quot.sound]
'ChiralZeroModes.chiral_trace_independent' depends on axioms: [propext, Classical.choice, Quot.sound]
'ChiralZeroModes.chiral_index_eq_trace' depends on axioms: [propext, Classical.choice, Quot.sound]
```

## How the lemmas carry the argument

`IsZeroModeProjector.absorb` is the statement that \(HX=0\) implies \(PX=X\). It takes column `j` of `X`, shows that \(H\) annihilates it, and applies the property `fixes`.

`exists_reduced_inverse` builds \(K\). It gets \(PH=0\) by taking the adjoint of \(HP=0\). Invertibility is shown through the determinant: if \(\det(H+P)\) were zero, there would be a nonzero `v` with \((H+P)v=0\), and the argument above forces `v` to vanish. The identities `h1` and `h2` are the two factorisations of \(H\), from which \(KH=HK=1-P\) follows. Despite the lemma's name, this \(K\) differs from the usual reduced resolvent, which vanishes on the zero modes; here \(K\) acts on them as the identity.

`zero_modes_invariant` is \(HGP=0\). In `chiral_trace_zero_modes`, the first part combines `h1`, which is \(PGP=GP\), with `h2`, which is \(PG(1-P)=0\). The second part is the trace calculation line by line: `trace_mul_comm` is the cyclic step, and the final `linear_combination` solves \(x=-x\) for the trace. `chiral_trace_independent` then chains two instances of the result through \(\mathrm{tr}\,G\).

`finrank_chiralZeroModes` introduces `Q`, the matrix \(Q_s\) above. The statement `hproj` says that `Q` maps every vector into the chiral subspace and fixes the vectors already there. Mathlib's theorem that the trace of a projection is the dimension of its range does the counting, and `ht` identifies the trace of the linear map with that of the matrix. This lemma doesn't need \(H\) to be Hermitian. `chiral_index_eq_trace` subtracts the cases \(s=1\) and \(s=-1\), whereupon \(\mathrm{tr}\,P\) drops out.

For the three-site chain, the matrix identities are checked entry by entry. For `fixes`, rows 0 and 1 of \(Hv=0\) give \(v_1=0\) and \(v_2=-v_0\), and \(P\) leaves such a vector unchanged.

## One-way hopping breaks the trace identity

Take two sites with hopping in one direction only. This matrix is not Hermitian, so it is not the Hamiltonian of an isolated system; it serves to test the hypothesis:
\[
H=\begin{pmatrix}0&1\\0&0\end{pmatrix},\qquad
G=\begin{pmatrix}1&0\\0&-1\end{pmatrix},\qquad
P=\begin{pmatrix}1&0\\0&0\end{pmatrix}.
\]
Here \(GH=-HG\) and \(G^2=1\), and \(P\) is the orthogonal projector onto the kernel of \(H\). But \(\mathrm{tr}(GP)=1\), while \(\mathrm{tr}\,G=0\). Anticommutation alone is thus not enough for the trace identity. The derivation breaks at \(PH=0\), since here \(PH=H\), and \(H+P\) is singular. Hermiticity of \(H\) is used only to secure \(PH=0\), so that weaker condition would serve equally well.
